# Exchanging two particles changes the number of permutation cycles by exactly one

Let \(p\) be a permutation of finitely many identical particles, where \(p(x)\) is the particle at whose starting point the imaginary-time path from \(x\) ends, and let \(N(p)\) be the number of cycles of \(p\), fixed points included. For \(i\ne j\), the exchange move replaces \(p\) by \(q=p\circ(i\,j)\), with the transposition acting first, so that the paths from \(i\) and \(j\) trade their end points.

```lean
import Mathlib

open Equiv Equiv.Perm

namespace PairExchangeMove

variable {α : Type*}

/-- The set of ring polymers of the permutation `p`, that is, of its cycles (each of them closes
when there are finitely many particles): particles on a common cycle of `p` are identified. -/
abbrev Loops (p : Perm α) : Type _ := Quotient (SameCycle.setoid p)

/-- The ring polymer on which particle `x` lies. -/
def loopOf (p : Perm α) (x : α) : Loops p := Quotient.mk _ x

/-- The number of cycles of `p`, fixed points included, when there are finitely many cycles;
`Nat.card` gives 0 otherwise. -/
noncomputable def numCycles (p : Perm α) : ℕ := Nat.card (Loops p)

/-- Two particles lie on the same ring polymer exactly when they share a cycle of `p`. -/
theorem loopOf_eq_iff {p : Perm α} {x y : α} :
    loopOf p x = loopOf p y ↔ p.SameCycle x y :=
  ⟨fun h => Quotient.exact h, fun h => Quotient.sound h⟩

/-- A label that is unchanged by one step along the paths is constant on each cycle of a
permutation of finitely many particles. -/
theorem eq_of_sameCycle [Finite α] {β : Type*} {f : Perm α} (r : α → β)
    (hr : ∀ x, r (f x) = r x) {x y : α} (h : f.SameCycle x y) : r x = r y := by
  have key : ∀ k : ℕ, r ((f ^ k) x) = r x := by
    intro k
    induction k with
    | zero => simp
    | succ k ih => rw [pow_succ' f k, Perm.mul_apply, hr, ih]
  obtain ⟨k, -, hk⟩ := h.exists_pow_eq'
  rw [← hk, key]

/-- If the path from `x` closes after `n > 0` steps without having met `y`, then `x` and `y` lie
on different cycles of a permutation of finitely many particles. -/
theorem not_sameCycle_of_period [Finite α] {f : Perm α} {x y : α} {n : ℕ} (hn : 0 < n)
    (hx : (f ^ n) x = x) (hy : ∀ k, 0 < k → k ≤ n → (f ^ k) x ≠ y) : ¬ f.SameCycle x y := by
  intro h
  obtain ⟨k, -, hk⟩ := h.exists_pow_eq'
  have hper : ∀ m : ℕ, ((f ^ n) ^ m) x = x := by
    intro m
    induction m with
    | zero => simp
    | succ m ih => rw [pow_succ (f ^ n) m, Perm.mul_apply, hx, ih]
  -- only the number of steps modulo the period matters
  have hmod : (f ^ (k % n)) x = y := by
    rw [← hk]
    conv_rhs => rw [← Nat.mod_add_div k n, pow_add, pow_mul, Perm.mul_apply, hper]
  rcases Nat.eq_zero_or_pos (k % n) with h0 | h0
  · rw [h0, pow_zero, Perm.one_apply] at hmod
    exact hy n hn le_rfl (hx.trans hmod)
  · exact hy _ h0 (Nat.mod_lt k hn).le hmod

variable [DecidableEq α]

/-- After the exchange, the path from `i` follows the old path from `j` for `n` steps, provided
the old path meets neither `i` nor `j` strictly in between. -/
theorem exchange_follow (p : Perm α) (i j : α) (n : ℕ)
    (hn : ∀ k, 0 < k → k < n → (p ^ k) j ≠ i ∧ (p ^ k) j ≠ j) :
    ∀ k, 0 < k → k ≤ n → ((p * swap i j) ^ k) i = (p ^ k) j := by
  intro k
  induction k with
  | zero => intro h; exact absurd h (lt_irrefl 0)
  | succ k ih =>
    intro _ hk
    rcases Nat.eq_zero_or_pos k with rfl | h0
    · simp
    · have hne := hn k h0 (by omega)
      rw [pow_succ' (p * swap i j) k, Perm.mul_apply, ih h0 (by omega), Perm.mul_apply,
        swap_apply_of_ne_of_ne hne.1 hne.2, pow_succ' p k, Perm.mul_apply]

/-- Among finitely many particles, exchanging two distinct ones `i` and `j` puts them on a common
cycle exactly when they were on different cycles before. -/
theorem sameCycle_exchange_iff [Finite α] (p : Perm α) {i j : α} (hij : i ≠ j) :
    (p * swap i j).SameCycle i j ↔ ¬ p.SameCycle i j := by
  classical
  have hex : ∃ n, 0 < n ∧ ((p ^ n) j = i ∨ (p ^ n) j = j) :=
    ⟨orderOf p, orderOf_pos p, Or.inr (by rw [pow_orderOf_eq_one]; rfl)⟩
  -- the first time the old path from `j` meets `i` or `j`
  obtain ⟨n, ⟨hn, hend⟩, hmin⟩ : ∃ n, (0 < n ∧ ((p ^ n) j = i ∨ (p ^ n) j = j)) ∧
      ∀ k, 0 < k → k < n → (p ^ k) j ≠ i ∧ (p ^ k) j ≠ j :=
    ⟨Nat.find hex, Nat.find_spec hex, fun k h0 hk =>
      ⟨fun h => Nat.find_min hex hk ⟨h0, Or.inl h⟩,
        fun h => Nat.find_min hex hk ⟨h0, Or.inr h⟩⟩⟩
  have hf := exchange_follow p i j n hmin
  rcases hend with h | h
  · -- it meets `i`: one old cycle, now cut in two
    have hp : p.SameCycle j i := ⟨(n : ℤ), by rw [zpow_natCast]; exact h⟩
    have hq : ¬ (p * swap i j).SameCycle i j := by
      refine not_sameCycle_of_period hn ((hf n hn le_rfl).trans h) (fun k h0 hk => ?_)
      rw [hf k h0 hk]
      rcases hk.lt_or_eq with hlt | heq
      · exact (hmin k h0 hlt).2
      · rw [heq, h]; exact hij
    exact ⟨fun h' => absurd h' hq, fun h' => absurd hp.symm h'⟩
  · -- it returns to `j`: two old cycles, now joined
    have hq : (p * swap i j).SameCycle i j :=
      ⟨(n : ℤ), by rw [zpow_natCast]; exact (hf n hn le_rfl).trans h⟩
    have hp : ¬ p.SameCycle j i := by
      refine not_sameCycle_of_period hn h (fun k h0 hk => ?_)
      rcases hk.lt_or_eq with hlt | heq
      · exact (hmin k h0 hlt).1
      · rw [heq, h]; exact hij.symm
    exact ⟨fun _ h' => hp h'.symm, fun _ => hq⟩

/-- Merging: among finitely many particles, exchanging two that lie on different cycles lowers
the number of cycles by one. -/
theorem numCycles_merge [Finite α] (p : Perm α) {i j : α} (h : ¬ p.SameCycle i j) :
    numCycles (p * swap i j) + 1 = numCycles p := by
  classical
  have hij : i ≠ j := by
    rintro rfl
    exact h (SameCycle.refl p i)
  have hq := (sameCycle_exchange_iff p hij).2 h
  obtain ⟨q, hqdef⟩ : ∃ q, q = p * swap i j := ⟨_, rfl⟩
  rw [← hqdef] at hq ⊢
  have hqij : loopOf q i = loopOf q j := loopOf_eq_iff.2 hq
  have step : ∀ (f : Perm α) (x : α), loopOf f (f x) = loopOf f x := fun f x =>
    loopOf_eq_iff.2 (sameCycle_apply_left.2 (SameCycle.refl f x))
  -- a label that is equal at `i` and `j` does not notice the transposition
  have hswap : ∀ {β : Type _} (r : α → β), r i = r j → ∀ x, r (swap i j x) = r x := by
    intro β r hr x
    by_cases hxi : x = i
    · rw [hxi, swap_apply_left, hr]
    · by_cases hxj : x = j
      · rw [hxj, swap_apply_right, hr]
      · rw [swap_apply_of_ne_of_ne hxi hxj]
  -- old cycles, with the cycle of `j` relabelled as the cycle of `i`
  let m : α → Loops p := fun x => if loopOf p x = loopOf p j then loopOf p i else loopOf p x
  have hmij : m i = m j :=
    (if_neg (fun e => h (loopOf_eq_iff.1 e))).trans (if_pos rfl).symm
  have hm : ∀ x, m (q x) = m x := by
    intro x
    have h1 : ∀ z, m (p z) = m z := fun z => by simp only [m, step]
    rw [hqdef, Perm.mul_apply, h1, hswap m hmij]
  have hpq : ∀ x, loopOf q (p x) = loopOf q x := by
    intro x
    have hx : p x = q (swap i j x) := by simp [hqdef]
    rw [hx, step, hswap (loopOf q) hqij]
  have up : ∀ x y, loopOf p x = loopOf p y → loopOf q x = loopOf q y := fun x y e =>
    eq_of_sameCycle (loopOf q) hpq (loopOf_eq_iff.1 e)
  let M : Loops q → Loops p := Quotient.lift m (fun x y e => eq_of_sameCycle m hm e)
  have hinj : Function.Injective M := by
    rintro ⟨x⟩ ⟨y⟩ e
    change m x = m y at e
    change loopOf q x = loopOf q y
    simp only [m] at e
    split_ifs at e with hx hy hy
    · exact up x y (hx.trans hy.symm)
    · exact (up _ _ hx).trans (hqij.symm.trans (up _ _ e))
    · exact (up _ _ e).trans (hqij.trans (up _ _ hy).symm)
    · exact up _ _ e
  -- only the old cycle of `j` is missed
  have hrange : Set.range M = {loopOf p j}ᶜ := by
    ext c
    constructor
    · rintro ⟨⟨x⟩, rfl⟩
      change m x ≠ loopOf p j
      simp only [m]
      split_ifs with hx
      · exact fun e => h (loopOf_eq_iff.1 e)
      · exact hx
    · rcases c with ⟨x⟩
      intro hx
      refine ⟨loopOf q x, ?_⟩
      change m x = loopOf p x
      exact if_neg hx
  have hcard := Set.ncard_add_ncard_compl ({loopOf p j} : Set (Loops p))
  rw [Set.ncard_singleton, ← hrange, ← Nat.card_coe_set_eq,
    Nat.card_range_of_injective hinj] at hcard
  unfold numCycles
  omega

/-- Pair-exchange move: for finitely many particles and `i ≠ j`, composing `p` with the
transposition of `i` and `j` raises the number of cycles by one if `i` and `j` share a cycle
of `p`, and lowers it by one otherwise. -/
theorem numCycles_exchange [Finite α] (p : Perm α) {i j : α} (hij : i ≠ j) :
    (p.SameCycle i j → numCycles (p * swap i j) = numCycles p + 1) ∧
    (¬ p.SameCycle i j → numCycles (p * swap i j) + 1 = numCycles p) := by
  refine ⟨fun h => ?_, numCycles_merge p⟩
  -- splitting is merging read backwards
  have hback := numCycles_merge (p * swap i j) (i := i) (j := j)
    (fun h' => (sameCycle_exchange_iff p hij).1 h' h)
  rw [mul_assoc, swap_mul_self, mul_one] at hback
  exact hback.symm

/-- The same rule holds when the transposition of `i ≠ j` acts after `p`, on the end points of
the paths of finitely many particles. -/
theorem numCycles_exchange_left [Finite α] (p : Perm α) {i j : α} (hij : i ≠ j) :
    (p.SameCycle i j → numCycles (swap i j * p) = numCycles p + 1) ∧
    (¬ p.SameCycle i j → numCycles (swap i j * p) + 1 = numCycles p) := by
  obtain ⟨a, rfl⟩ := p.surjective i
  obtain ⟨b, rfl⟩ := p.surjective j
  rw [← Equiv.mul_swap_eq_swap_mul, sameCycle_apply_left, sameCycle_apply_right]
  exact numCycles_exchange p (fun e => hij (congrArg p e))

/-- A particle `x` whose cycle contains neither `i` nor `j` keeps its whole path when `i` and `j`
are exchanged. -/
theorem exchange_spectator (p : Perm α) {i j x : α} (hi : ¬ p.SameCycle x i)
    (hj : ¬ p.SameCycle x j) (k : ℕ) : ((p * swap i j) ^ k) x = (p ^ k) x := by
  induction k with
  | zero => simp
  | succ k ih =>
    have h1 : (p ^ k) x ≠ i := fun e => hi ⟨(k : ℤ), by rw [zpow_natCast]; exact e⟩
    have h2 : (p ^ k) x ≠ j := fun e => hj ⟨(k : ℤ), by rw [zpow_natCast]; exact e⟩
    rw [pow_succ' (p * swap i j) k, Perm.mul_apply, ih, Perm.mul_apply,
      swap_apply_of_ne_of_ne h1 h2, pow_succ' p k, Perm.mul_apply]

end PairExchangeMove
```

```lean
#print axioms PairExchangeMove.numCycles_exchange
-- 'PairExchangeMove.numCycles_exchange' depends on axioms: [propext, Classical.choice, Quot.sound]
#print axioms PairExchangeMove.numCycles_exchange_left
-- 'PairExchangeMove.numCycles_exchange_left' depends on axioms: [propext, Classical.choice, Quot.sound]
#print axioms PairExchangeMove.exchange_spectator
-- 'PairExchangeMove.exchange_spectator' depends on axioms: [propext, Classical.choice, Quot.sound]
```

## Closed paths as cycles

Paths joined end to end close into rings, one for each cycle of \(p\). "Ring polymer" here means such a whole ring, which may contain several particles. The question is how many rings there are after an exchange. `numCycles_exchange` answers:

\[
N(q)=\begin{cases}N(p)+1 & \text{if } i,j \text{ share a cycle of } p,\\ N(p)-1 & \text{otherwise.}\end{cases}
\]

In Lean, `α` is the set of particles, `Finite α` says that there are finitely many, and `hij` says that \(i\ne j\). `Loops p` is the set of classes of the relation `SameCycle`, and `numCycles p` counts them. The product `p * swap i j` is \(q\). The lowering case is written as \(N(q)+1=N(p)\), which avoids subtraction of natural numbers.

In path-integral simulations of identical particles, this rule gives the change in the number of rings under a pair exchange, for the connectivity of finitely many paths alone; positions, weights and acceptance probabilities do not enter. That a given update of the paths really acts on the permutation as one transposition has to be checked for the algorithm at hand.

## Five particles

Take \(p=(1\,2\,3)(4\,5)\), so \(1\to2\to3\to1\) and \(N(p)=2\).

- Exchange 1 and 3, which share a cycle: \(q(1)=p(3)=1\), \(q(3)=p(1)=2\) and \(q(2)=3\). Hence \(q=(1)(2\,3)(4\,5)\) and \(N(q)=3\).
- Exchange 1 and 4, which do not: \(1\to5\to4\to2\to3\to1\), a single cycle, so \(N(q)=1\).

## The move toggles whether \(i\) and \(j\) share a cycle

Follow the old path from \(j\), and let \(n\ge1\) be the first step at which \(p^n(j)\) is \(i\) or \(j\). It exists because \(p\) has finite order; Lean finds it with `Nat.find`. Then

\[
q^k(i)=p^k(j)\qquad(1\le k\le n).
\]

For \(k=1\) this is \(q(i)=p(j)\). Each later step starts from a particle other than \(i\) and \(j\), where \(q\) and \(p\) agree. This induction is `exchange_follow`.

- If \(p^n(j)=i\), the two shared a cycle of \(p\). Now \(q^n(i)=i\), and the new path from \(i\) has closed without meeting \(j\), so they are separated.
- If \(p^n(j)=j\), the old path from \(j\) closed without meeting \(i\), so they were on different cycles. Now \(q^n(i)=j\), so they are joined.

A path that closes without meeting a particle never meets it later, since only the number of steps modulo \(n\) matters; this is `not_sameCycle_of_period`. Together the two cases give `sameCycle_exchange_iff`.

## Counting the rings

Suppose \(i\) and \(j\) lie on different cycles \(C_i\) and \(C_j\) of \(p\). Label each particle by its old cycle, but write \(C_i\) in place of \(C_j\). This label \(m\) is unchanged by \(p\) and equal at \(i\) and \(j\), so

\[
m(q(x))=m\big(p((i\,j)x)\big)=m((i\,j)x)=m(x).
\]

By `eq_of_sameCycle`, \(m\) is constant on each cycle of \(q\), and so defines a map `M` from new cycles to old ones.

`M` is injective (`hinj`). Since \(p(x)=q((i\,j)x)\) and \(i,j\) now share a cycle of \(q\), every old cycle lies inside one new cycle, and \(C_i\) and \(C_j\) lie inside the same one. Equal labels therefore mean equal new cycles. The image of `M` is every old cycle except \(C_j\) (`hrange`), so \(N(q)+1=N(p)\), which is `numCycles_merge`.

If \(i\) and \(j\) share a cycle of \(p\), they are separated in \(q\), and \(q\circ(i\,j)=p\). Merging applied to \(q\) gives \(N(p)+1=N(q)\).

## Acting on end points, and the spectators

For the transposition acting after \(p\), write \(i=p(a)\) and \(j=p(b)\). Then \((i\,j)\circ p=p\circ(a\,b)\), where \(a\ne b\), and \(a,b\) share a cycle exactly when \(i,j\) do. So `numCycles_exchange_left` gives the same rule.

By `exchange_spectator`, a particle \(x\) whose cycle contains neither \(i\) nor \(j\) has \(q^k(x)=p^k(x)\) for every \(k\ge0\): its path never reaches a point where \(q\) and \(p\) differ.
